# Splitting a normalised orbital into M disjoint copies keeps its kinetic energy and multiplies the Thomas-Fermi estimate of that energy by M^(-2/3)

Take one electron in a real orbital $f$ that vanishes outside a bounded region. Place two copies of it, $f_0$ and $f_1$, so far apart that they do not overlap, and let the electron occupy

$$g = \frac{f_0 + f_1}{\sqrt 2}.$$

Each site now holds half an electron. Wherever one copy is nonzero, the other copy and its gradient vanish, so there are no cross terms:

$$\int g^2 = \tfrac12(1+1) = 1, \qquad \tfrac12\int|\nabla g|^2 = \tfrac12\cdot\tfrac12\left(\int|\nabla f_0|^2+\int|\nabla f_1|^2\right) = \tfrac12\int|\nabla f|^2 .$$

The electron's kinetic energy has not changed. The Thomas-Fermi approximation to the kinetic energy, called the Thomas-Fermi energy below, contains no potential terms. It is proportional to $\int n^{5/3}$ with $n = g^2$, and here the powers of 2 do not cancel:

$$\int |g|^{10/3} = 2^{-5/3}\cdot 2\int|f|^{10/3} = 2^{-2/3}\int|f|^{10/3} \approx 0.63\int|f|^{10/3}.$$

The Lean file below proves this for any number $M \ge 1$ of disjoint copies.

## The orbital and its two energies

```lean
import Mathlib

open MeasureTheory

namespace ThomasFermiDelocalisation

noncomputable section

/-- Three-dimensional physical space. -/
abbrev Space := EuclideanSpace ℝ (Fin 3)
```

`Space` is $\mathbb R^3$ with the Euclidean norm. Integrals over it use ordinary volume.

```lean
/-- A real one-electron orbital: continuously differentiable, compactly supported, normalised. -/
structure IsOrbital (f : Space → ℝ) : Prop where
  smooth : ContDiff ℝ 1 f
  compact : HasCompactSupport f
  normalised : ∫ x, f x ^ 2 = 1
```

`IsOrbital f` is a proposition about a function $f:\mathbb R^3\to\mathbb R$. It bundles three conditions: $f$ is continuously differentiable, it vanishes outside a bounded region, and $\int f^2 = 1$. Nodes are allowed. Exponentially decaying orbitals such as the hydrogen 1s function do not qualify, since their tails never reach zero.

```lean
/-- The kinetic energy of an orbital in atomic units, half the integral of its squared gradient. -/
def kineticEnergy (f : Space → ℝ) : ℝ := 1 / 2 * ∫ x, ‖fderiv ℝ f x‖ ^ 2
```

This is $T[f]=\tfrac12\int|\nabla f|^2$ in atomic units. In Lean, `fderiv ℝ f x` is the derivative of $f$ at $x$, as a linear map from displacements to numbers. Its norm is the length of the gradient.

```lean
/-- The Thomas-Fermi kinetic energy of a nonnegative density `n`, in atomic units. -/
def thomasFermi (n : Space → ℝ) : ℝ :=
  3 / 10 * (3 * Real.pi ^ 2) ^ (2 / 3 : ℝ) * ∫ x, n x ^ (5 / 3 : ℝ)
```

This is

$$T_{\rm TF}[n] = \tfrac{3}{10}(3\pi^2)^{2/3}\int n^{5/3}.$$

The prefactor is that of a uniform, non-interacting, spin-unpolarised electron gas, whose kinetic energy per volume is applied locally to the density $n$. For a fully spin-polarised gas it would be larger by a factor of $2^{2/3}$, which would not affect any ratio below.

## Copies that do not overlap

```lean
/-- The sum of `M` copies of `f`, translated by `a i`, divided by `√M`, for `M ≥ 1`. -/
def delocalised {M : ℕ} (f : Space → ℝ) (a : Fin M → Space) (x : Space) : ℝ :=
  (Real.sqrt M)⁻¹ * ∑ i, f (x - a i)
```

For translations $a_i$ with $i = 0,\dots,M-1$ (the type `Fin M`), this defines

$$g(x) = \frac{1}{\sqrt M}\sum_i f(x-a_i).$$

```lean
/-- The translated copies of `f` have pairwise disjoint (closed) supports. -/
def DisjointCopies {M : ℕ} (f : Space → ℝ) (a : Fin M → Space) : Prop :=
  Pairwise fun i j =>
    Disjoint (tsupport fun x => f (x - a i)) (tsupport fun x => f (x - a j))
```

`tsupport` is the closed support: the region where a function is nonzero, together with its boundary. `DisjointCopies f a` says that the closed supports of any two different copies have no point in common. The theorems take this as a hypothesis on the translations. Some condition of this kind is required: if $M=2$ and $a_0=a_1$, then $g$ is $\sqrt2$ times a translate of $f$, and its norm squared is 2.

```lean
/-- For disjoint copies, let `v i` vanish wherever `x` is outside the support of copy `i`.
Then a function vanishing at zero can be applied to the sum of the `v i` term by term. -/
theorem apply_sum_of_disjoint {V : Type*} [AddCommMonoid V] {M : ℕ} {f : Space → ℝ}
    {a : Fin M → Space} (hd : DisjointCopies f a) (x : Space) (v : Fin M → V)
    (hv : ∀ i, x ∉ (tsupport fun y => f (y - a i)) → v i = 0)
    (F : V → ℝ) (hF : F 0 = 0) : F (∑ i, v i) = ∑ i, F (v i) := by
  by_cases h : ∃ i, x ∈ tsupport fun y => f (y - a i)
  · obtain ⟨i, hi⟩ := h
    have hz : ∀ j, j ≠ i → v j = 0 := fun j hj =>
      hv j (Set.disjoint_left.1 (hd hj.symm) hi)
    have h1 : ∑ j, v j = v i :=
      Finset.sum_eq_single i (fun j _ hj => hz j hj) (by simp)
    have h2 : ∑ j, F (v j) = F (v i) :=
      Finset.sum_eq_single i (fun j _ hj => by rw [hz j hj, hF]) (by simp)
    rw [h1, h2]
  · have h0 : ∀ i, v i = 0 := fun i => hv i fun hi => h ⟨i, hi⟩
    simp [h0, hF]
```

This lemma removes the cross terms. Fix a point $x$ and attach to each copy a quantity $v_i$ that is zero whenever $x$ lies outside the support of that copy. If $F(0)=0$, then

$$F\Big(\sum_i v_i\Big) = \sum_i F(v_i).$$

The proof splits into two cases with `by_cases`. If $x$ lies in the support of copy $i$, disjointness makes every other $v_j$ zero, and both sides reduce to $F(v_i)$; `Finset.sum_eq_single` performs that reduction. If $x$ lies in no support, both sides are zero.

The type `V` is left general because the lemma is used twice, once with function values as $v_i$ and once with gradients.

## Integrals of powers of the orbital

```lean
/-- The integral of a sum of `M` translates of an integrable function is `M` times its integral. -/
theorem integral_copies {M : ℕ} (a : Fin M → Space) {h : Space → ℝ} (hh : Integrable h) :
    ∫ x, ∑ i, h (x - a i) = M * ∫ x, h x := by
  rw [integral_finsetSum _ (fun i _ => hh.comp_sub_right (a i))]
  have e : ∀ i, ∫ x, h (x - a i) = ∫ x, h x := fun i => integral_sub_right_eq_self h (a i)
  simp [e]
```

For an integrable $h$, $\int\sum_i h(x-a_i)\,dx = M\int h$. The integral of a finite sum is the sum of the integrals, and shifting a function does not alter its integral over all space.

```lean
/-- Spreading a continuous, compactly supported `f` over `M ≥ 1` disjoint copies multiplies
the integral of `|f|^p` by `M^(1 - p/2)`, for every `p > 0`. -/
theorem integral_rpow_delocalised {M : ℕ} (hM : 1 ≤ M) {f : Space → ℝ} {a : Fin M → Space}
    (hf : Continuous f) (hc : HasCompactSupport f) (hd : DisjointCopies f a)
    {p : ℝ} (hp : 0 < p) :
    ∫ x, |delocalised f a x| ^ p = (M : ℝ) ^ (1 - p / 2) * ∫ x, |f x| ^ p := by
  have hM0 : (0 : ℝ) < M := by exact_mod_cast hM
  have hF : |(0 : ℝ)| ^ p = 0 := by rw [abs_zero, Real.zero_rpow hp.ne']
  have hint : Integrable (fun x => |f x| ^ p) :=
    (hf.abs.rpow_const (fun _ => Or.inr hp.le)).integrable_of_hasCompactSupport
      (hc.comp_left (g := fun t : ℝ => |t| ^ p) hF)
  -- at each point at most one copy contributes
  have hpt : ∀ x, |delocalised f a x| ^ p
      = ((Real.sqrt M)⁻¹) ^ p * ∑ i, |f (x - a i)| ^ p := by
    intro x
    have hs : |∑ i, f (x - a i)| ^ p = ∑ i, |f (x - a i)| ^ p :=
      apply_sum_of_disjoint hd x (fun i => f (x - a i))
        (fun i hx => by
          have h := image_eq_zero_of_notMem_tsupport hx
          exact h)
        (fun t : ℝ => |t| ^ p) hF
    have hn : 0 ≤ (Real.sqrt M)⁻¹ := by positivity
    unfold delocalised
    rw [abs_mul, Real.mul_rpow (abs_nonneg _) (abs_nonneg _), abs_of_nonneg hn, hs]
  -- the power of M
  have hpow : ((Real.sqrt M)⁻¹) ^ p * M = (M : ℝ) ^ (1 - p / 2) := by
    rw [Real.sqrt_eq_rpow, ← Real.rpow_neg hM0.le, ← Real.rpow_mul hM0.le,
      ← Real.rpow_add_one hM0.ne']
    congr 1
    ring
  simp_rw [hpt]
  rw [integral_const_mul, integral_copies a hint, ← mul_assoc, hpow]
```

For every real $p>0$,

$$\int|g|^p = M^{1-p/2}\int|f|^p .$$

To derive it, apply the cross-term lemma with $v_i = f(x-a_i)$ and $F(t)=|t|^p$. This gives, at each point,

$$|g(x)|^p = M^{-p/2}\sum_i|f(x-a_i)|^p .$$

Integrating the sum produces a factor $M$, and $M^{-p/2}\cdot M = M^{1-p/2}$.

The Lean proof has the same parts. `hint` shows that $|f|^p$ is integrable, being continuous with compact support. `hpt` is the pointwise identity, and `hpow` collects the powers of $M$. The last line integrates.

The exponent $1-p/2$ vanishes only at $p=2$. Normalisation therefore survives the splitting, while integrals of higher powers of the orbital pick up a negative power of $M$.

## Gradients

```lean
/-- The derivative of a translated differentiable function is the translated derivative. -/
theorem hasFDerivAt_translate {E : Type*} [NormedAddCommGroup E] [NormedSpace ℝ E]
    {f : E → ℝ} (hf : Differentiable ℝ f) (b x : E) :
    HasFDerivAt (fun y => f (y - b)) (fderiv ℝ f (x - b)) x := by
  have h : HasFDerivAt (fun y => f (y - b))
      ((fderiv ℝ f (x - b)).comp (ContinuousLinearMap.id ℝ E)) x :=
    HasFDerivAt.comp (g := f) (f := fun y => y - b) x
      (hf (x - b)).hasFDerivAt ((hasFDerivAt_id x).sub_const b)
  rwa [ContinuousLinearMap.comp_id] at h
```

The derivative of $y\mapsto f(y-b)$ at $x$ is the derivative of $f$ at $x-b$. This is the chain rule with an inner derivative equal to the identity.

```lean
/-- For `M ≥ 1` disjoint copies of a differentiable `f`, the squared gradient of the
delocalised function is the average of the squared gradients of the copies. -/
theorem sq_gradient_delocalised {M : ℕ} (hM : 1 ≤ M) {f : Space → ℝ} {a : Fin M → Space}
    (hf : Differentiable ℝ f) (hd : DisjointCopies f a) (x : Space) :
    ‖fderiv ℝ (delocalised f a) x‖ ^ 2 = (M : ℝ)⁻¹ * ∑ i, ‖fderiv ℝ f (x - a i)‖ ^ 2 := by
  have hM0 : (0 : ℝ) < M := by exact_mod_cast hM
  have hsum : HasFDerivAt (fun y => ∑ i, f (y - a i)) (∑ i, fderiv ℝ f (x - a i)) x :=
    HasFDerivAt.fun_sum fun i _ => hasFDerivAt_translate hf (a i) x
  have hg : HasFDerivAt (delocalised f a)
      ((Real.sqrt M)⁻¹ • ∑ i, fderiv ℝ f (x - a i)) x := hsum.const_mul _
  -- the gradients of different copies never overlap
  have hz : ∀ i, x ∉ (tsupport fun y => f (y - a i)) → fderiv ℝ f (x - a i) = 0 := by
    intro i hx
    rw [← (hasFDerivAt_translate hf (a i) x).fderiv]
    by_contra h
    exact hx (support_fderiv_subset ℝ h)
  have hs : ‖∑ i, fderiv ℝ f (x - a i)‖ ^ 2 = ∑ i, ‖fderiv ℝ f (x - a i)‖ ^ 2 :=
    apply_sum_of_disjoint hd x (fun i => fderiv ℝ f (x - a i)) hz
      (fun v : Space →L[ℝ] ℝ => ‖v‖ ^ 2) (by simp)
  rw [hg.fderiv, norm_smul, mul_pow, Real.norm_eq_abs, sq_abs, inv_pow,
    Real.sq_sqrt hM0.le, hs]
```

At every point,

$$|\nabla g(x)|^2 = \frac1M\sum_i|\nabla f(x-a_i)|^2 .$$

Differentiating the definition of $g$ gives $\nabla g(x) = M^{-1/2}\sum_i\nabla f(x-a_i)$, which is `hg`. Outside its closed support a copy is zero throughout a small neighbourhood, so its gradient is zero there too; this is `hz`. The cross-term lemma with $F(v)=|v|^2$ then turns the square of the sum into the sum of the squares (`hs`), and squaring the prefactor gives $1/M$.

```lean
set_option maxHeartbeats 400000 in
/-- Spreading a C¹, compactly supported `f` over `M ≥ 1` disjoint copies leaves the kinetic
energy unchanged. -/
theorem kineticEnergy_delocalised {M : ℕ} (hM : 1 ≤ M) {f : Space → ℝ} {a : Fin M → Space}
    (hf : ContDiff ℝ 1 f) (hc : HasCompactSupport f) (hd : DisjointCopies f a) :
    kineticEnergy (delocalised f a) = kineticEnergy f := by
  have hM0 : (M : ℝ) ≠ 0 := by
    have h : M ≠ 0 := by omega
    exact_mod_cast h
  have hcont : Continuous (fderiv ℝ f) := hf.continuous_fderiv (by simp)
  have hsupp : HasCompactSupport (fun x => ‖fderiv ℝ f x‖ ^ 2) :=
    (hc.fderiv ℝ).comp_left (g := fun v : Space →L[ℝ] ℝ => ‖v‖ ^ 2) (by simp)
  have hint : Integrable (fun x => ‖fderiv ℝ f x‖ ^ 2) :=
    (hcont.norm.pow 2).integrable_of_hasCompactSupport hsupp
  unfold kineticEnergy
  simp_rw [sq_gradient_delocalised hM (hf.differentiable (by simp)) hd]
  rw [integral_const_mul, integral_copies a hint, inv_mul_cancel_left₀ hM0]
```

Integrating the previous identity gives

$$T[g] = \frac12\cdot\frac1M\cdot M\int|\nabla f|^2 = T[f].$$

As before, `hint` supplies integrability: the gradient of a continuously differentiable function is continuous, and here it has compact support. The final `rw` pulls out $1/M$, counts the $M$ equal integrals and cancels. Normalisation of $f$ is not used.

## Same kinetic energy, lower Thomas-Fermi energy

```lean
/-- The Thomas-Fermi energy of the density `f²` is the Thomas-Fermi constant times the
integral of `|f|^(10/3)`. -/
theorem thomasFermi_sq (f : Space → ℝ) :
    thomasFermi (fun x => f x ^ 2)
      = 3 / 10 * (3 * Real.pi ^ 2) ^ (2 / 3 : ℝ) * ∫ x, |f x| ^ (10 / 3 : ℝ) := by
  have h : ∀ x, (f x ^ 2) ^ (5 / 3 : ℝ) = |f x| ^ (10 / 3 : ℝ) := by
    intro x
    rw [← sq_abs (f x), ← Real.rpow_natCast, ← Real.rpow_mul (abs_nonneg _)]
    norm_num
  simp only [thomasFermi, h]
```

For the one-electron density $n=f^2$, $n^{5/3} = |f|^{10/3}$. The absolute value takes care of regions where $f$ is negative.

```lean
/-- An orbital spread over `M ≥ 1` disjoint copies is again an orbital with the same kinetic
energy, but its Thomas-Fermi energy is `M^(-2/3)` times the original one. -/
theorem thomasFermi_favours_delocalisation {M : ℕ} (hM : 1 ≤ M) {f : Space → ℝ}
    {a : Fin M → Space} (hf : IsOrbital f) (hd : DisjointCopies f a) :
    IsOrbital (delocalised f a) ∧
    kineticEnergy (delocalised f a) = kineticEnergy f ∧
    thomasFermi (fun x => delocalised f a x ^ 2)
      = (M : ℝ) ^ (-(2 / 3) : ℝ) * thomasFermi (fun x => f x ^ 2) := by
  refine ⟨⟨?_, ?_, ?_⟩, kineticEnergy_delocalised hM hf.smooth hf.compact hd, ?_⟩
  · exact contDiff_const.mul
      (ContDiff.sum fun i _ => hf.smooth.comp (contDiff_id.sub contDiff_const))
  · -- the support lies in the union of the translated supports
    refine HasCompactSupport.intro (K := ⋃ i, (fun y => y + a i) '' tsupport f)
      (isCompact_iUnion fun i => hf.compact.isCompact.image (by fun_prop)) ?_
    intro x hx
    have h0 : ∀ i, f (x - a i) = 0 := fun i =>
      image_eq_zero_of_notMem_tsupport fun h =>
        hx (Set.mem_iUnion.2 ⟨i, x - a i, h, by simp⟩)
    simp [delocalised, h0]
  · -- normalisation is the case p = 2
    have h := integral_rpow_delocalised hM hf.smooth.continuous hf.compact hd
      (p := 2) (by norm_num)
    simp only [Real.rpow_two, sq_abs] at h
    rw [h, hf.normalised]
    norm_num
  · -- the Thomas-Fermi energy is the case p = 10/3
    rw [thomasFermi_sq, thomasFermi_sq, integral_rpow_delocalised hM hf.smooth.continuous
      hf.compact hd (by norm_num),
      show (1 - 10 / 3 / 2 : ℝ) = -(2 / 3) by norm_num]
    ring

end

end ThomasFermiDelocalisation
```

In words: let $M\ge1$, let $f$ be an orbital in the sense above, and let its translated copies have disjoint closed supports. Then three statements hold, joined by `∧`:

- $g$ is again an orbital: continuously differentiable, compactly supported and normalised;
- $T[g]=T[f]$;
- $T_{\rm TF}[g^2] = M^{-2/3}\,T_{\rm TF}[f^2]$.

The `refine` line inserts the kinetic-energy result already proved and leaves four goals, one for each bullet point in the proof. Smoothness holds because $g$ is a finite sum of shifted smooth functions times a constant. The support of $g$ is bounded because $g$ vanishes outside the union of $M$ shifted copies of the support of $f$. Normalisation is the power formula at $p=2$, where the exponent is $0$. The Thomas-Fermi statement is the same formula at $p=10/3$, where the exponent is $1-5/3=-2/3$.

For $M=1$ the orbital is merely moved and the factor is 1. For $M\ge2$ the factor is below 1, and since a normalised continuous orbital has a positive Thomas-Fermi energy, that energy drops. Copies spaced widely along a line are disjoint for any $M$, so letting $M$ grow sends the Thomas-Fermi energy to zero at fixed $T$. These last two observations are informal additions to the theorem, which supplies the scaling factor for translations already known to be disjoint.

For orbital-free calculations, this one-electron model with strictly non-overlapping fragments shows a bias of the Thomas-Fermi kinetic term towards spreading an electron as fractional charges over separate sites. It concerns the kinetic term alone; which arrangement has the lowest total energy also depends on the potential and on the other terms of the functional.

```lean
#print axioms ThomasFermiDelocalisation.thomasFermi_favours_delocalisation
```

```
'ThomasFermiDelocalisation.thomasFermi_favours_delocalisation' depends on axioms: [propext, Classical.choice, Quot.sound]
```
